# A Majorana pair on the next sites cancels the Jordan-Wigner strings of a distant hop

Take four fermionic modes stored on four qubits, numbered 0 to 3, with Pauli operators $X_j$ and $Z_j$. The Jordan-Wigner encoding gives each mode two Majorana operators, of which this text uses the one ending in $X_j$:

$$g_0=X_0,\quad g_1=Z_0X_1,\quad g_2=Z_0Z_1X_2,\quad g_3=Z_0Z_1Z_2X_3 .$$

The product $g_0g_2=X_0Z_0Z_1X_2$ couples modes 0 and 2, yet it also acts on site 1, although that mode takes no part. Over a longer distance, every site in between carries a $Z$. Now multiply by $g_1g_3$ and collect the factors of $g_0g_2g_1g_3$ site by site:

- site 0: $X_0Z_0Z_0Z_0=X_0Z_0$
- site 1: $Z_1X_1Z_1=-X_1$
- site 2: $X_2Z_2$
- site 3: $X_3$

So $g_0g_2g_1g_3=-X_0Z_0X_1X_2Z_2X_3$. With a wider gap, each further site in between receives $Z$ twice, and $Z^2=1$ removes it.

## The identity for any distance

Let $g_p=Z_0\cdots Z_{p-1}X_p$ on a chain of $N$ sites. For $p+1<q$ and $q+1<N$,

$$g_p\,g_q\,g_{p+1}\,g_{q+1}=-X_pZ_pX_{p+1}X_qZ_qX_{q+1}.$$

Hopping has a cleaner form. Let $r_j=(1-Z_j)X_j/2$ raise the occupation of site $j$ from 0 to 1, and let $l_j=X_j(1-Z_j)/2$ lower it, with $Z_j=-1$ on an occupied site. Some spin conventions exchange the names of these two operators. With $c_p^\dagger=Z_0\cdots Z_{p-1}r_p$ and $c_q=Z_0\cdots Z_{q-1}l_q$,

$$c_p^\dagger c_q\,g_{p+1}g_{q+1}=r_pX_{p+1}\,l_qX_{q+1}.$$

## Lattice hops with auxiliary modes

When a two-dimensional lattice is numbered row by row, a hop between rows joins modes that are far apart in the ordering. A simulation code can interleave auxiliary modes with the physical ones and replace such a hop by the four-site product above times a known phase, provided that the state is an eigenstate of the auxiliary product $g_{p+1}g_{q+1}$ with known eigenvalue; the identity treats one hop and one pair on a finite chain.

If $i\,g_{p+1}g_{q+1}$ has the value $s=\pm1$ on the state, then $c_p^\dagger c_q$ acts as $i s\,r_pX_{p+1}l_qX_{q+1}$. For Hermitian $X_j$ and $Z_j$, taking the adjoint gives the reverse hop an extra sign: $c_q^\dagger c_p\,g_{p+1}g_{q+1}=-l_pX_{p+1}r_qX_{q+1}$.

## Moving the strings together

Write $S_n=Z_0\cdots Z_{n-1}$, with $S_0=1$. Three facts are needed.

1. An operator that commutes with each $Z_k$, $k<n$, commutes with $S_n$, since it can pass the factors one at a time.
2. $S_n^2=1$. By induction, $S_{n+1}^2=S_nZ_nS_nZ_n=S_n^2Z_n^2=1$.
3. If $j<n$, then $X_jS_n=-S_nX_j$. The string contains $Z_j$ once, which gives one sign, and $X_j$ commutes with the other factors.

Let $A$ commute with $Z_k$ for $k<p$, and let $B$ commute with $Z_k$ for $k<q$ and with $X_{p+1}$. Put $S=S_p$ and $T=S_q$, so that $S_{p+1}=SZ_p$ and $S_{q+1}=TZ_q$. Then

$$\begin{aligned}
&SA\,TB\,SZ_pX_{p+1}\,TZ_qX_{q+1}\\
&=-SA\,TS\,B\,Z_pT\,X_{p+1}Z_qX_{q+1}\\
&=-S\,AS\,T\,BT\,Z_pX_{p+1}Z_qX_{q+1}\\
&=-S^2A\,T^2B\,Z_pX_{p+1}Z_qX_{q+1}\\
&=-A\,BZ_p\,X_{p+1}Z_qX_{q+1}\\
&=-A\,Z_pX_{p+1}\,B\,Z_qX_{q+1}.
\end{aligned}$$

The first step uses $BS=SB$ and $X_{p+1}T=-TX_{p+1}$; the latter holds because $p+1<q$. The second uses $TS=ST$ and $Z_pT=TZ_p$, the third $AS=SA$ and $BT=TB$, and the fourth $S^2=T^2=1$. The last moves $B$ past $Z_p$ and $X_{p+1}$.

Setting $A=X_p$, $B=X_q$ gives the Majorana identity. For hopping, set $A=r_p$, $B=l_q$ and absorb the remaining $Z$'s:

$$r_pZ_p=\tfrac12(1-Z_p)X_pZ_p=-\tfrac12(1-Z_p)Z_pX_p=r_p,$$

$$l_qZ_q=\tfrac12X_q(1-Z_q)Z_q=\tfrac12X_q(Z_q-1)=-l_q.$$

The second sign cancels the overall minus.

## One basis state on five qubits

Take $p=0$, $q=3$ and the state $|00100\rangle$, with bit 0 on the left. Applying the Majorana operators from the right gives

$$|00100\rangle\xrightarrow{g_4}-|00101\rangle\xrightarrow{g_1}-|01101\rangle\xrightarrow{g_3}-|01111\rangle\xrightarrow{g_0}-|11111\rangle .$$

The local side, $-X_0Z_0X_1X_3Z_3X_4$, also gives $-|11111\rangle$. Starting from $|00000\rangle$, both sides give $-|11011\rangle$: the bit on site 2 has no influence on the sign.

## Adjacent sites reverse the sign

The condition $p+1<q$ can't be relaxed to $p+1\le q$. For $p=0$, $q=1$ the product is $g_0g_1g_1g_2=g_0g_2=X_0Z_0Z_1X_2$, which sends $|000\rangle$ to $|101\rangle$. The formula with the minus sign would give $-|101\rangle$.

In general $g_{p+1}^2=1$ leaves $g_pg_{p+2}=S_pX_pS_pZ_pZ_{p+1}X_{p+2}=X_pZ_pZ_{p+1}X_{p+2}$. Inserting $X_{p+1}^2=1$ gives the same site operators as before, now with a plus sign.

## The Lean source

```lean
import Mathlib

namespace AuxiliaryFermionStrings

variable {R : Type*} [Ring R]

/-- A chain of `N` qubit sites: `X j` and `Z j` are involutions that anticommute on the same
site, and operators on different sites commute. -/
structure PauliChain (N : ℕ) (X Z : ℕ → R) : Prop where
  X_sq : ∀ j < N, X j * X j = 1
  Z_sq : ∀ j < N, Z j * Z j = 1
  anti : ∀ j < N, X j * Z j = -(Z j * X j)
  XX : ∀ j < N, ∀ k < N, j ≠ k → Commute (X j) (X k)
  ZZ : ∀ j < N, ∀ k < N, Commute (Z j) (Z k)
  XZ : ∀ j < N, ∀ k < N, j ≠ k → Commute (X j) (Z k)

/-- The Jordan-Wigner string `Z 0 * Z 1 * ... * Z (n - 1)` on the first `n` sites. -/
def jwString (Z : ℕ → R) : ℕ → R
  | 0 => 1
  | n + 1 => jwString Z n * Z n

/-- An operator `A` at site `p` with the Jordan-Wigner string of all earlier sites attached.
For `A = X p` this is the Majorana operator `g_p`. -/
def jwImage (Z : ℕ → R) (p : ℕ) (A : R) : R := jwString Z p * A

/-- An operator that commutes with each `Z k` in a string commutes with the string. -/
theorem commute_jwString {Z : ℕ → R} {a : R} (n : ℕ) (h : ∀ k < n, Commute a (Z k)) :
    Commute a (jwString Z n) := by
  induction n with
  | zero => exact Commute.one_right a
  | succ n ih =>
    exact (ih fun k hk => h k (by omega)).mul_right (h n (by omega))

/-- A Jordan-Wigner string within the chain squares to one. -/
theorem jwString_sq {N : ℕ} {X Z : ℕ → R} (h : PauliChain N X Z) (n : ℕ) (hn : n ≤ N) :
    jwString Z n * jwString Z n = 1 := by
  induction n with
  | zero => exact one_mul 1
  | succ n ih =>
    have c : Z n * jwString Z n = jwString Z n * Z n :=
      (commute_jwString n fun k hk => h.ZZ n (by omega) k (by omega)).eq
    calc jwString Z n * Z n * (jwString Z n * Z n)
        = jwString Z n * (Z n * jwString Z n) * Z n := by simp only [mul_assoc]
      _ = (jwString Z n * jwString Z n) * (Z n * Z n) := by rw [c]; simp only [mul_assoc]
      _ = 1 := by rw [ih (by omega), h.Z_sq n (by omega), one_mul]

/-- A string within the chain anticommutes with `X j` on every site `j` that it covers. -/
theorem jwString_anticomm {N : ℕ} {X Z : ℕ → R} (h : PauliChain N X Z) {j : ℕ} (n : ℕ)
    (hj : j < n) (hn : n ≤ N) : X j * jwString Z n = -(jwString Z n * X j) := by
  induction n with
  | zero => omega
  | succ n ih =>
    change X j * (jwString Z n * Z n) = -(jwString Z n * Z n * X j)
    rcases Nat.lt_succ_iff_lt_or_eq.mp hj with hlt | rfl
    · rw [← mul_assoc, ih hlt (by omega), neg_mul, mul_assoc,
        (h.XZ j (by omega) n (by omega) (by omega)).eq, ← mul_assoc]
    · have c : X j * jwString Z j = jwString Z j * X j :=
        (commute_jwString j fun k hk => h.XZ j (by omega) k (by omega) (by omega)).eq
      rw [← mul_assoc, c, mul_assoc, h.anti j (by omega), mul_neg, ← mul_assoc]

/-- String cancellation for operators `A` at `p` and `B` at `q > p + 1`, where `A` and `B` commute
with `Z` on all earlier sites and `B` commutes with `X (p + 1)`: multiplying by the Majorana
operators of sites `p + 1` and `q + 1` removes both strings. -/
theorem string_cancellation {N : ℕ} {X Z : ℕ → R} (h : PauliChain N X Z) {p q : ℕ} {A B : R}
    (hpq : p + 1 < q) (hq : q + 1 < N) (hA : ∀ k < p, Commute A (Z k))
    (hB : ∀ k < q, Commute B (Z k)) (hBX : Commute B (X (p + 1))) :
    jwImage Z p A * jwImage Z q B * jwImage Z (p + 1) (X (p + 1)) *
      jwImage Z (q + 1) (X (q + 1)) =
    -(A * Z p * X (p + 1) * B * Z q * X (q + 1)) := by
  have cAS := (commute_jwString p hA).eq
  have cBS := (commute_jwString p fun k hk => hB k (by omega)).eq
  have cBT := (commute_jwString q hB).eq
  have cZT := (commute_jwString q fun k hk => h.ZZ p (by omega) k (by omega)).eq
  have cTS : jwString Z q * jwString Z p = jwString Z p * jwString Z q :=
    (commute_jwString p fun k hk =>
      (commute_jwString q fun l hl => h.ZZ k (by omega) l (by omega)).symm).eq
  have xT := jwString_anticomm h q hpq (by omega)
  have hS := jwString_sq h p (by omega)
  have hT := jwString_sq h q (by omega)
  have cBZ := (hB p (by omega)).eq
  change jwString Z p * A * (jwString Z q * B) * (jwString Z p * Z p * X (p + 1)) *
    (jwString Z q * Z q * X (q + 1)) = _
  generalize jwString Z p = S at *
  generalize jwString Z q = T at *
  calc S * A * (T * B) * (S * Z p * X (p + 1)) * (T * Z q * X (q + 1))
      = S * A * T * (B * S) * Z p * (X (p + 1) * T) * Z q * X (q + 1) := by
        simp only [mul_assoc]
    -- the long string passes `X (p + 1)` and produces the sign
    _ = -(S * A * (T * S) * B * (Z p * T) * X (p + 1) * Z q * X (q + 1)) := by
        rw [cBS, xT]; simp only [mul_assoc, mul_neg, neg_mul]
    _ = -(S * (A * S) * T * (B * T) * Z p * X (p + 1) * Z q * X (q + 1)) := by
        rw [cTS, cZT]; simp only [mul_assoc]
    -- equal strings now meet and square to one
    _ = -((S * S) * A * (T * T) * (B * Z p) * X (p + 1) * Z q * X (q + 1)) := by
        rw [cAS, cBT]; simp only [mul_assoc]
    _ = -(A * Z p * (B * X (p + 1)) * Z q * X (q + 1)) := by
        rw [hS, hT, cBZ, one_mul, mul_one]; simp only [mul_assoc]
    _ = -(A * Z p * X (p + 1) * B * Z q * X (q + 1)) := by
        rw [hBX.eq]; simp only [mul_assoc]

/-- For `q > p + 1` the Majorana product `g_p g_q g_(p+1) g_(q+1)` equals
`-X_p Z_p X_(p+1) X_q Z_q X_(q+1)`. -/
theorem majorana_string_cancellation {N : ℕ} {X Z : ℕ → R} (h : PauliChain N X Z) {p q : ℕ}
    (hpq : p + 1 < q) (hq : q + 1 < N) :
    jwImage Z p (X p) * jwImage Z q (X q) * jwImage Z (p + 1) (X (p + 1)) *
      jwImage Z (q + 1) (X (q + 1)) =
    -(X p * Z p * X (p + 1) * X q * Z q * X (q + 1)) :=
  string_cancellation h hpq hq
    (fun k hk => h.XZ p (by omega) k (by omega) (by omega))
    (fun k hk => h.XZ q (by omega) k (by omega) (by omega))
    (h.XX q (by omega) (p + 1) (by omega) (by omega))


/-- The Majorana product `g_p g_(p+1) g_(p+1) g_(p+2)` equals
`X_p Z_p X_(p+1) X_(p+1) Z_(p+1) X_(p+2)`, with a plus sign. -/
theorem adjacent_sign {N : ℕ} {X Z : ℕ → R} (h : PauliChain N X Z) {p : ℕ} (hp : p + 2 < N) :
    jwImage Z p (X p) * jwImage Z (p + 1) (X (p + 1)) * jwImage Z (p + 1) (X (p + 1)) *
      jwImage Z (p + 2) (X (p + 2)) =
    X p * Z p * X (p + 1) * X (p + 1) * Z (p + 1) * X (p + 2) := by
  have c : ∀ j < N, X j * jwString Z j = jwString Z j * X j := fun j hj =>
    (commute_jwString j fun k hk => h.XZ j hj k (by omega) (by omega)).eq
  have g_sq : jwImage Z (p + 1) (X (p + 1)) * jwImage Z (p + 1) (X (p + 1)) = 1 := by
    unfold jwImage
    rw [mul_assoc, ← mul_assoc (X (p + 1)), c (p + 1) (by omega), mul_assoc,
      h.X_sq (p + 1) (by omega), mul_one, jwString_sq h (p + 1) (by omega)]
  rw [mul_assoc (jwImage Z p (X p)), g_sq, mul_one, mul_assoc (X p * Z p),
    h.X_sq (p + 1) (by omega), mul_one]
  change jwString Z p * X p * (jwString Z p * Z p * Z (p + 1) * X (p + 2)) = _
  calc jwString Z p * X p * (jwString Z p * Z p * Z (p + 1) * X (p + 2))
      = jwString Z p * (X p * jwString Z p) * Z p * Z (p + 1) * X (p + 2) := by
        simp only [mul_assoc]
    _ = (jwString Z p * jwString Z p) * X p * Z p * Z (p + 1) * X (p + 2) := by
        rw [c p (by omega)]; simp only [mul_assoc]
    _ = X p * Z p * Z (p + 1) * X (p + 2) := by rw [jwString_sq h p (by omega), one_mul]

section Hopping

variable {A : Type*} [Ring A] [Algebra ℂ A]

/-- The on-site lowering operator `X (1 - Z) / 2`. -/
noncomputable def lower (X Z : ℕ → A) (j : ℕ) : A := (1 / 2 : ℂ) • (X j * (1 - Z j))

/-- The on-site raising operator `(1 - Z) X / 2`. -/
noncomputable def raise (X Z : ℕ → A) (j : ℕ) : A := (1 / 2 : ℂ) • ((1 - Z j) * X j)

/-- Fermionic hopping from `q` to `p`, with `q > p + 1`, times the auxiliary Majorana pair on
`p + 1` and `q + 1` is a product of four single-site operators. -/
theorem hopping_string_cancellation {N : ℕ} {X Z : ℕ → A} (h : PauliChain N X Z) {p q : ℕ}
    (hpq : p + 1 < q) (hq : q + 1 < N) :
    jwImage Z p (raise X Z p) * jwImage Z q (lower X Z q) *
      jwImage Z (p + 1) (X (p + 1)) * jwImage Z (q + 1) (X (q + 1)) =
    raise X Z p * X (p + 1) * lower X Z q * X (q + 1) := by
  -- the remaining `Z` factors are absorbed by the ladder operators
  have r : raise X Z p * Z p = raise X Z p := by
    unfold raise
    rw [smul_mul_assoc, mul_assoc, h.anti p (by omega), mul_neg, ← mul_assoc, sub_mul, one_mul,
      h.Z_sq p (by omega), ← neg_mul, neg_sub]
  have l : lower X Z q * Z q = -lower X Z q := by
    unfold lower
    rw [smul_mul_assoc, mul_assoc, sub_mul, one_mul, h.Z_sq q (by omega), ← smul_neg,
      ← mul_neg, neg_sub]
  rw [string_cancellation (A := raise X Z p) (B := lower X Z q) h hpq hq
    (fun k hk => (((Commute.one_left _).sub_left (h.ZZ p (by omega) k (by omega))).mul_left
      (h.XZ p (by omega) k (by omega) (by omega))).smul_left _)
    (fun k hk => ((h.XZ q (by omega) k (by omega) (by omega)).mul_left
      ((Commute.one_left _).sub_left (h.ZZ q (by omega) k (by omega)))).smul_left _)
    (((h.XX q (by omega) (p + 1) (by omega) (by omega)).mul_left
      ((Commute.one_left _).sub_left
        (h.XZ (p + 1) (by omega) q (by omega) (by omega)).symm)).smul_left _),
    r, mul_assoc (raise X Z p * X (p + 1)) (lower X Z q) (Z q), l, mul_neg, neg_mul, neg_neg]

end Hopping

/-- The bit flip at site `j`, acting on complex functions of bit configurations. -/
def bitFlip (j : ℕ) : Module.End ℂ ((ℕ → Bool) → ℂ) where
  toFun f := fun s => f (Function.update s j (!s j))
  map_add' _ _ := rfl
  map_smul' _ _ := rfl

/-- The phase flip at site `j`: a sign `-1` where bit `j` is set. -/
def phaseFlip (j : ℕ) : Module.End ℂ ((ℕ → Bool) → ℂ) where
  toFun f := fun s => (if s j then -1 else 1) * f s
  map_add' _ _ := funext fun _ => mul_add _ _ _
  map_smul' _ _ := funext fun _ => mul_left_comm _ _ _

/-- Bit flips and phase flips satisfy the relations of a qubit chain of any length. -/
theorem pauliChain_witness (N : ℕ) : PauliChain N bitFlip phaseFlip where
  X_sq j _ := by
    refine LinearMap.ext fun f => funext fun s => ?_
    simp [bitFlip]
  Z_sq j _ := by
    refine LinearMap.ext fun f => funext fun s => ?_
    cases hs : s j <;> simp [phaseFlip, hs]
  anti j _ := by
    refine LinearMap.ext fun f => funext fun s => ?_
    cases hs : s j <;> simp [bitFlip, phaseFlip, hs]
  XX j _ k _ hjk := by
    refine LinearMap.ext fun f => funext fun s => ?_
    change f (Function.update (Function.update s j (!s j)) k
        (!(Function.update s j (!s j)) k)) =
      f (Function.update (Function.update s k (!s k)) j (!(Function.update s k (!s k)) j))
    rw [Function.update_of_ne hjk.symm, Function.update_of_ne hjk, Function.update_comm hjk]
  ZZ j _ k _ := by
    refine LinearMap.ext fun f => funext fun s => ?_
    exact mul_left_comm _ _ _
  XZ j _ k _ hjk := by
    refine LinearMap.ext fun f => funext fun s => ?_
    simp [bitFlip, phaseFlip, Function.update_of_ne hjk.symm]

end AuxiliaryFermionStrings
```

```lean
#print axioms AuxiliaryFermionStrings.string_cancellation
-- 'AuxiliaryFermionStrings.string_cancellation' depends on axioms: [propext, Classical.choice, Quot.sound]
#print axioms AuxiliaryFermionStrings.majorana_string_cancellation
-- 'AuxiliaryFermionStrings.majorana_string_cancellation' depends on axioms: [propext, Classical.choice, Quot.sound]
#print axioms AuxiliaryFermionStrings.adjacent_sign
-- 'AuxiliaryFermionStrings.adjacent_sign' depends on axioms: [propext, Quot.sound]
#print axioms AuxiliaryFermionStrings.hopping_string_cancellation
-- 'AuxiliaryFermionStrings.hopping_string_cancellation' depends on axioms: [propext, Classical.choice, Quot.sound]
```

## What is guaranteed, and for which operators

`PauliChain N X Z` states the Pauli relations for sites below `N`: squares equal to one, anticommutation on a site, commutation between sites. The operators live in an arbitrary ring `R`, so the identities hold for matrices of any size that satisfy these relations. No adjoint or inner product enters. `jwString Z n` is $S_n$, and `jwImage Z p A` is $S_pA$, with the string on the left. The letter $g$ stands for one Majorana operator per site, the one built from $X$; many texts write $\gamma$ and number two per mode.

`string_cancellation` is the identity for general $A$ and $B$, `majorana_string_cancellation` the case of $X_p$ and $X_q$, and `adjacent_sign` the case $q=p+1$. `hopping_string_cancellation` is stated in a complex algebra, where the factor $1/2$ is available; `raise` and `lower` are $r_j$ and $l_j$. `pauliChain_witness` shows that the relations are satisfied for every `N`, by bit flips and phase flips acting on complex functions of bit configurations.

The proofs follow the derivation closely. `commute_jwString`, `jwString_sq` and `jwString_anticomm` are the three string facts, each by induction on the string's length. In `string_cancellation`, `generalize` replaces the two strings by the letters `S` and `T`, and the `calc` block then carries out the displayed steps; `omega` settles the site inequalities. The hopping proof first establishes the two absorption rules, as `r` and `l`, and then applies the general identity. The witness is checked on an arbitrary function and configuration, splitting on the value of the bit for `Z_sq` and `anti`.

The step left to the user is the state. The theorems equate operators; they don't prepare the auxiliary eigenstate or show that several auxiliary pairs can be fixed together. Two pairs that share exactly one Majorana operator anticommute, so a code with several hops per site has to choose its auxiliary operators accordingly. The order of the four Majorana operators in the identity matters too: exchanging any two of them changes the sign of the product.
